# In a fixed shell, angle-independent screening changes at most \(F^0\) and no two-electron gap

Take two electrons in orbitals \(R(i)Y_m(a)\) on finite radial and angular grids, with one real radial function \(R\) and orthonormal \(Y_m\). Adding any real \(w(i,j)\), a function of the two radial points only, to their pair interaction adds a constant times the identity to the two-electron matrix. The gaps between levels stay as they were. In a multipole expansion whose zeroth angular kernel is 1, only the Slater integral \(F^0\) can change. For two electrons in one shell with fixed orbitals, a multiplet model can therefore absorb such screening into \(F^0\) without altering the splittings.

## Orbitals, interaction and levels

In Lean 4 with Mathlib:

```lean
import Mathlib

open Matrix

namespace SphericalScreening

noncomputable section

variable {ι α M : Type*} [Fintype ι] [Fintype α] [Fintype M] [DecidableEq M]
```

The finite types `ι`, `α` and `M` hold the radial points \(i\), the angular points \(a\) and the orbital labels \(m\).

```lean
/-- The orbital `R(i) Y_m(a)` on the product of a radial and an angular grid, with quadrature
weights absorbed in the values of `R` and `Y`. -/
def orbital (R : ι → ℝ) (Y : M → α → ℂ) (m : M) (x : ι × α) : ℂ :=
  (R x.1 : ℂ) * Y m x.2
```

A grid point is a pair \(x=(i,a)\), and the orbital is \(R(i)Y_m(a)\). Quadrature weights are absorbed in the values.

```lean
/-- The angular functions `Y_m` are orthonormal on the angular grid. -/
def AngularOrthonormal (Y : M → α → ℂ) : Prop :=
  ∀ m n, ∑ a, star (Y m a) * Y n a = if m = n then 1 else 0
```

This condition says \(\sum_a Y_m(a)^*Y_n(a)=\delta_{mn}\). It is assumed of the grid: for spherical harmonics, the quadrature must reproduce their overlaps exactly.

```lean
/-- The two-electron matrix of a real pair interaction `V` between products of two orbitals. -/
def pairMatrix (R : ι → ℝ) (Y : M → α → ℂ) (V : ι × α → ι × α → ℝ) :
    Matrix (M × M) (M × M) ℂ :=
  Matrix.of fun p q => ∑ x : ι × α, ∑ y : ι × α,
    star (orbital R Y p.1 x) * star (orbital R Y p.2 y) * (V x y : ℂ) *
      orbital R Y q.1 x * orbital R Y q.2 y
```

With \(p=(m,n)\) and \(q=(m',n')\), the entry is the matrix element \(\langle mn|V|m'n'\rangle\), summed over the positions \(x,y\) of both electrons. `V` is any real function. One-electron energies are left out.

```lean
/-- The radial Slater integral of a radial kernel `v(i,j)` with the density `R²` of each
electron. -/
def slaterF (R : ι → ℝ) (v : ι → ι → ℝ) : ℝ :=
  ∑ i, ∑ j, R i ^ 2 * R j ^ 2 * v i j
```

For a radial kernel \(v\), write \(F[v]=\sum_{ij}R(i)^2R(j)^2v(i,j)\).

```lean
/-- The interaction `∑ₖ vₖ(i,j) Pₖ(a,b)` with radial components `vₖ` and angular kernels `Pₖ`,
for `k` from `0` to `K`. -/
def multipole (K : ℕ) (P : ℕ → α → α → ℝ) (v : ℕ → ι → ι → ℝ) (x y : ι × α) : ℝ :=
  ∑ k ∈ Finset.range (K + 1), v k x.1 y.1 * P k x.2 y.2
```

The multipole interaction is \(\sum_{k=0}^{K}v_k(i,j)P_k(a,b)\), and its Slater integrals are \(F^k=F[v_k]\).

```lean
/-- The radial components after `w` has been added to the component `k = 0`. -/
def screen (v : ℕ → ι → ι → ℝ) (w : ι → ι → ℝ) (k : ℕ) (i j : ι) : ℝ :=
  v k i j + if k = 0 then w i j else 0
```

Screening replaces \(v_0\) by \(v_0+w\) and keeps the other components.

```lean
/-- `E` is an energy level of `H` with exchange parity `s`: it has a non-zero eigenvector that is
multiplied by `s` when the two electrons' orbital labels are exchanged. -/
def IsLevel (H : Matrix (M × M) (M × M) ℂ) (s : ℂ) (E : ℝ) : Prop :=
  ∃ ψ : M × M → ℂ, ψ ≠ 0 ∧ (∀ m n, ψ (n, m) = s * ψ (m, n)) ∧ H *ᵥ ψ = (E : ℂ) • ψ
```

A level is a real eigenvalue \(E\) with a non-zero eigenvector satisfying \(\psi(n,m)=s\,\psi(m,n)\). For electrons, \(s=1\) is the orbital part of a singlet and \(s=-1\) that of a triplet.

```lean
/-- `d` is the energy gap from some level of exchange parity `s` to some level of parity `t`. -/
def HasGap (H : Matrix (M × M) (M × M) ℂ) (s t : ℂ) (d : ℝ) : Prop :=
  ∃ E E' : ℝ, IsLevel H s E ∧ IsLevel H t E' ∧ E' - E = d
```

A gap \(d=E'-E\) joins a level of parity \(s\) to one of parity \(t\).

## A constant shift of the matrix

```lean
omit [Fintype M] [DecidableEq M] in
/-- The two-electron matrix of a sum of interactions is the sum of their matrices. -/
theorem pairMatrix_add (R : ι → ℝ) (Y : M → α → ℂ) (V W : ι × α → ι × α → ℝ) :
    pairMatrix R Y (fun x y => V x y + W x y) = pairMatrix R Y V + pairMatrix R Y W := by
  ext p q
  simp only [pairMatrix, Matrix.of_apply, Matrix.add_apply, ← Finset.sum_add_distrib]
  refine Finset.sum_congr rfl fun x _ => Finset.sum_congr rfl fun y _ => ?_
  push_cast
  ring
```

The matrix is linear in the interaction. The proof compares entries, merges the sums and checks the summands with `ring`.

```lean
omit [Fintype M] in
/-- For orthonormal angular functions, an interaction that does not depend on the angles has a
two-electron matrix equal to its Slater integral times the identity. -/
theorem pairMatrix_spherical (R : ι → ℝ) {Y : M → α → ℂ} (hY : AngularOrthonormal Y)
    (w : ι → ι → ℝ) :
    pairMatrix R Y (fun x y => w x.1 y.1) = (slaterF R w : ℂ) • 1 := by
  ext ⟨m, n⟩ ⟨m', n'⟩
  -- the sum over both grids factorises into a radial part and two angular overlaps
  have key : pairMatrix R Y (fun x y => w x.1 y.1) (m, n) (m', n') =
      (slaterF R w : ℂ) *
        ((∑ a, star (Y m a) * Y m' a) * (∑ b, star (Y n b) * Y n' b)) := by
    simp only [pairMatrix, Matrix.of_apply, Fintype.sum_prod_type, slaterF, Complex.ofReal_sum]
    rw [Finset.sum_mul]
    refine Finset.sum_congr rfl fun i _ => ?_
    rw [Finset.sum_comm, Finset.sum_mul]
    refine Finset.sum_congr rfl fun j _ => ?_
    rw [Finset.sum_mul_sum, Finset.mul_sum]
    refine Finset.sum_congr rfl fun a _ => ?_
    rw [Finset.mul_sum]
    refine Finset.sum_congr rfl fun b _ => ?_
    simp only [orbital, star_mul', Complex.star_def, Complex.conj_ofReal]
    push_cast
    ring
  -- orthonormality turns the overlaps into Kronecker deltas
  rw [key, hY m m', hY n n']
  by_cases h1 : m = m' <;> by_cases h2 : n = n' <;> simp [h1, h2]
```

By hand, with \(x=(i,a)\) and \(y=(j,b)\),

\[
\begin{aligned}
\langle mn|w|m'n'\rangle
&=\sum_{ij}R(i)^2R(j)^2w(i,j)\sum_a Y_m(a)^*Y_{m'}(a)\sum_b Y_n(b)^*Y_{n'}(b)\\
&=F[w]\,\delta_{mm'}\delta_{nn'}.
\end{aligned}
\]

The step `key` is the first line: `Finset.sum_comm` exchanges the sums over \(a\) and \(j\), and `Finset.sum_mul_sum` handles the product of overlaps. Orthonormality and a case split on the labels give the second.

The error to avoid here is to read "spherical" as "rotationally invariant". A screened repulsion that depends on the distance \(r_{12}\) is invariant under joint rotations, but it depends on the angle between the electrons, so it is not of the form \(w(i,j)\).

```lean
omit [Fintype M] in
/-- For orthonormal angular functions, adding an angle-independent `w(i,j)` to any pair
interaction shifts the two-electron matrix by the Slater integral of `w` times the identity. -/
theorem pairMatrix_screened (R : ι → ℝ) {Y : M → α → ℂ} (hY : AngularOrthonormal Y)
    (V : ι × α → ι × α → ℝ) (w : ι → ι → ℝ) :
    pairMatrix R Y (fun x y => V x y + w x.1 y.1) =
      pairMatrix R Y V + (slaterF R w : ℂ) • 1 := by
  rw [pairMatrix_add R Y V (fun x y => w x.1 y.1), pairMatrix_spherical R hY]
```

Combining the two results gives \(H_{V+w}=H_V+F[w]\,\mathbb 1\), where \(H_V\) is the matrix of \(V\). Neither symmetry of \(w\) nor normalisation of \(R\) is needed.

## Levels move together

```lean
/-- Adding `c` times the identity moves every level of each exchange parity by `c`. -/
theorem isLevel_shift (H : Matrix (M × M) (M × M) ℂ) (s : ℂ) (c E : ℝ) :
    IsLevel (H + (c : ℂ) • 1) s (E + c) ↔ IsLevel H s E := by
  have h : ∀ ψ : M × M → ℂ, (H + (c : ℂ) • 1) *ᵥ ψ = ((E + c : ℝ) : ℂ) • ψ ↔
      H *ᵥ ψ = (E : ℂ) • ψ := by
    intro ψ
    rw [Matrix.add_mulVec, Matrix.smul_mulVec, Matrix.one_mulVec, Complex.ofReal_add,
      add_smul, add_left_inj]
  simp only [IsLevel, h]
```

Since \((H+c\mathbb 1)\psi=H\psi+c\psi\), the equation \((H+c\mathbb 1)\psi=(E+c)\psi\) is equivalent to \(H\psi=E\psi\). The lemma `add_left_inj` cancels \(c\psi\). The eigenvector is the same, and so is its parity.

```lean
/-- For orthonormal angular functions, an angle-independent addition `w(i,j)` to the pair
interaction leaves the gaps between two-electron levels of any exchange parities unchanged. -/
theorem gaps_unchanged (R : ι → ℝ) {Y : M → α → ℂ} (hY : AngularOrthonormal Y)
    (V : ι × α → ι × α → ℝ) (w : ι → ι → ℝ) (s t : ℂ) (d : ℝ) :
    HasGap (pairMatrix R Y (fun x y => V x y + w x.1 y.1)) s t d ↔
      HasGap (pairMatrix R Y V) s t d := by
  rw [pairMatrix_screened R hY]
  constructor
  · rintro ⟨E, E', h, h', hd⟩
    refine ⟨E - slaterF R w, E' - slaterF R w, ?_, ?_, by linarith⟩
    · exact (isLevel_shift _ s (slaterF R w) _).1 (by rwa [sub_add_cancel])
    · exact (isLevel_shift _ t (slaterF R w) _).1 (by rwa [sub_add_cancel])
  · rintro ⟨E, E', h, h', hd⟩
    exact ⟨E + slaterF R w, E' + slaterF R w, (isLevel_shift _ s _ _).2 h,
      (isLevel_shift _ t _ _).2 h', by linarith⟩
```

Both levels of a gap move by \(F[w]\), and \((E'+F[w])-(E+F[w])=E'-E\). The two directions of the proof subtract and add this shift. The orbitals are the same before and after, so their relaxation under screening is not included.

## Only the zeroth Slater integral

```lean
omit [Fintype ι] [Fintype α] in
/-- If the zeroth angular kernel is `1`, adding `w(i,j)` to a multipole interaction is the same as
adding `w` to its radial component `k = 0`. -/
theorem multipole_screen (K : ℕ) {P : ℕ → α → α → ℝ} (hP : ∀ a b, P 0 a b = 1)
    (v : ℕ → ι → ι → ℝ) (w : ι → ι → ℝ) (x y : ι × α) :
    multipole K P (screen v w) x y = multipole K P v x y + w x.1 y.1 := by
  simp [multipole, screen, Finset.sum_range_succ', hP, add_assoc]
```

If \(P_0=1\), as for Legendre polynomials, then

\[
\sum_k(v_k+\delta_{k0}w)P_k=\sum_k v_kP_k+w.
\]

The proof splits off the term \(k=0\). The other kernels are arbitrary.

```lean
/-- Adding `w` to the radial component `k = 0` adds the Slater integral of `w` to `F⁰` and leaves
every other `Fᵏ` as it was. -/
theorem slaterF_screen (R : ι → ℝ) (v : ℕ → ι → ι → ℝ) (w : ι → ι → ℝ) (k : ℕ) :
    slaterF R (screen v w k) = slaterF R (v k) + if k = 0 then slaterF R w else 0 := by
  by_cases h : k = 0 <;> simp [slaterF, screen, h, mul_add, Finset.sum_add_distrib]
```

Linearity of \(F\) gives \(F^k\to F^k+\delta_{k0}F[w]\); the proof treats \(k=0\) and \(k\ne0\) separately.

```lean
/-- For a normalised radial function, the Slater integral of a constant `c` is `c`. -/
theorem slaterF_const {R : ι → ℝ} (hR : ∑ i, R i ^ 2 = 1) (c : ℝ) :
    slaterF R (fun _ _ => c) = c := by
  simp only [slaterF, ← Finset.sum_mul, ← Finset.mul_sum, hR, one_mul, mul_one]
```

For constant \(w=c\), \(F[w]=c\bigl(\sum_iR(i)^2\bigr)^2=c\). This is where normalisation enters.

## An interaction that does depend on angle

```lean
/-- Two angular functions, each concentrated on one of two angular grid points. -/
def pointY (m a : Fin 2) : ℂ := if m = a then 1 else 0
```

Each of these two functions is 1 at its own angular point and 0 at the other.

```lean
/-- The functions `pointY` are orthonormal, and with one radial point the angle-dependent
interaction `δ(a,b)` has a two-electron matrix that is no multiple of the identity. -/
theorem angular_dependence_matters :
    AngularOrthonormal pointY ∧ ∀ c : ℂ,
      pairMatrix (fun _ : Unit => 1) pointY (fun x y => if x.2 = y.2 then 1 else 0) ≠ c • 1 := by
  refine ⟨?_, fun c h => ?_⟩
  · intro m n
    fin_cases m <;> fin_cases n <;> simp [pointY]
  · -- compare the diagonal entries for equal and for different angular points
    have e0 : pairMatrix (fun _ : Unit => 1) pointY
        (fun x y => if x.2 = y.2 then 1 else 0) (0, 0) (0, 0) = 1 := by
      simp [pairMatrix, orbital, pointY, Fintype.sum_prod_type]
    have e1 : pairMatrix (fun _ : Unit => 1) pointY
        (fun x y => if x.2 = y.2 then 1 else 0) (0, 1) (0, 1) = 0 := by
      simp [pairMatrix, orbital, pointY, Fintype.sum_prod_type]
    rw [h] at e0 e1
    simp only [Matrix.smul_apply, Matrix.one_apply_eq, smul_eq_mul, mul_one] at e0 e1
    exact one_ne_zero (e0.symm.trans e1)

end

end SphericalScreening
```

Take one radial point with \(R=1\) and the interaction \(\delta_{ab}\), which acts only when both electrons share an angular point. The diagonal entry is 1 for the labels \((0,0)\) and 0 for \((0,1)\). A multiple \(c\,\mathbb 1\) would need \(c=1\) and \(c=0\), which is the contradiction reached from `e0` and `e1`.

```lean
#print axioms SphericalScreening.gaps_unchanged
-- 'SphericalScreening.gaps_unchanged' depends on axioms: [propext, Classical.choice, Quot.sound]
#print axioms SphericalScreening.slaterF_screen
-- 'SphericalScreening.slaterF_screen' depends on axioms: [propext, Classical.choice, Quot.sound]
#print axioms SphericalScreening.slaterF_const
-- 'SphericalScreening.slaterF_const' depends on axioms: [propext, Classical.choice, Quot.sound]
#print axioms SphericalScreening.angular_dependence_matters
-- 'SphericalScreening.angular_dependence_matters' depends on axioms: [propext, Classical.choice, Quot.sound]
```
